# Cubic force constants and frequencies fix the first-order zero-point shift of normal coordinates

Q: If I average a nuclear shielding over the harmonic ground state, its gradient contributes nothing, because every normal coordinate has zero mean. The shift of the average geometry by anharmonicity is lost, and my comparison with experiment carries that error. What replaces the zero?

A: Take \(N\) modes with dimensionless coordinates \(q_i\), frequencies \(w_i>0\) in energy units, and a cubic potential \(V=\frac16\sum_{ijk}\phi_{ijk}q_iq_jq_k\) with symmetric \(\phi\). To first order in \(V\), the mean of \(q_r\) is

\[ -\frac{\sum_s\phi_{rss}}{4w_r}. \]

Write the state as \(\psi_0(1+tf)\), where \(\psi_0\propto e^{-\sum_i q_i^2/2}\) is the harmonic ground state, \(f\) is a polynomial and \(t\) scales \(V\). The first-order energy vanishes because \(V\) is odd, so dividing the first-order Schrödinger equation by \(\psi_0\) leaves

\[ Lf=-V,\qquad L=\sum_i w_i\left(q_i\partial_i-\tfrac12\partial_i^2\right). \]

In the code, `vibOp w` is \(L\), `cubicPotential φ` is \(V\), and `E` is the average over \(\psi_0^2\).

In Lean 4 with Mathlib:

```lean
import Mathlib

open MvPolynomial

namespace AnharmonicDisplacement

noncomputable section

variable {N : ℕ}

/-- Real polynomials in the dimensionless normal coordinates `q_1, ..., q_N`. -/
abbrev Poly (N : ℕ) := MvPolynomial (Fin N) ℝ

/-- The Kronecker delta of two mode labels. -/
def delta (i j : Fin N) : ℝ := if i = j then 1 else 0

/-- `E` is normalised and obeys the integration-by-parts rule of the harmonic ground state. -/
structure IsZeroPointMean (E : Poly N →ₗ[ℝ] ℝ) : Prop where
  one : E 1 = 1
  parts : ∀ i g, E (X i * g) = E (pderiv i g) / 2

/-- The harmonic Hamiltonian above its zero-point energy, acting on the polynomial
that multiplies the ground state. -/
def vibOp (w : Fin N → ℝ) : Poly N →ₗ[ℝ] Poly N where
  toFun f := ∑ i, w i • (X i * pderiv i f - (1 / 2 : ℝ) • pderiv i (pderiv i f))
  map_add' f g := by
    simp only [map_add, mul_add, ← Finset.sum_add_distrib]
    exact Finset.sum_congr rfl fun i _ => by module
  map_smul' c f := by
    simp only [Derivation.map_smul, mul_smul_comm, RingHom.id_apply, Finset.smul_sum]
    exact Finset.sum_congr rfl fun i _ => by module

/-- The cubic part of the potential, with force constants `φ i j k`. -/
def cubicPotential (φ : Fin N → Fin N → Fin N → ℝ) : Poly N :=
  (1 / 6 : ℝ) • ∑ i, ∑ j, ∑ k, φ i j k • (X i * X j * X k)

/-- The normalised mean of `P` in the state with polynomial factor `1 + t f`. -/
def perturbedMean (E : Poly N →ₗ[ℝ] ℝ) (f P : Poly N) (t : ℝ) : ℝ :=
  E (P * (1 + t • f) ^ 2) / E ((1 + t • f) ^ 2)
```

Q: I see no Gaussian in `IsZeroPointMean`, only two rules.

A: Integrating by parts against \(\psi_0^2\propto e^{-\sum_i q_i^2}\) gives \(E(q_ig)=\frac12E(\partial_ig)\). Each use lowers the degree, so together with \(E(1)=1\) the rule determines every moment. Defining \(E\) as a Gaussian integral would tie it directly to the density, but integrability and the parts rule would then need proof; the displacement formula would stay the same.

Q: Then derive the displacement from those rules.

A: Apply the parts rule to \(g\,\partial_if\). The second-derivative terms cancel:

\[ E(g\,Lf)=\sum_i w_i\left[\tfrac12E(\partial_ig\,\partial_if)+\tfrac12E(g\,\partial_i^2f)-\tfrac12E(g\,\partial_i^2f)\right]=\tfrac12\sum_i w_iE(\partial_ig\,\partial_if). \]

For \(g=q_r\) only \(i=r\) survives, giving \(\frac12w_rE(\partial_rf)=w_rE(q_rf)\). Since \(Lf=-V\), this equals \(-E(q_rV)\).

The same rule gives \(E(q_iq_j)=\frac12\delta_{ij}\) and

\[ E(q_rq_iq_jq_k)=\tfrac14(\delta_{ri}\delta_{jk}+\delta_{rj}\delta_{ik}+\delta_{rk}\delta_{ij}). \]

By symmetry the three pairings contribute equally, so \(E(q_rV)=\frac16\cdot\frac34\sum_s\phi_{rss}=\frac18\sum_s\phi_{rss}\). Hence \(2E(q_rf)=-\sum_s\phi_{rss}/(4w_r)\).

`mean_mul_vibOp` is the first identity. In `mean_coord_cubic`, `four` is the pairing formula and `pick` collapses the delta sums. The main theorem selects mode \(r\) in `hs` and solves the resulting linear equation.

```lean
/-- The derivative of one normal coordinate along another is the Kronecker delta. -/
theorem pderiv_coord (i j : Fin N) : pderiv i (X j : Poly N) = delta i j • (1 : Poly N) := by
  by_cases h : i = j
  · subst h; simp [delta]
  · have h' : ¬ j = i := fun e => h e.symm
    simp [delta, pderiv_X, h, h']

/-- The mean of `g * vibOp w f` is half the frequency-weighted sum, over the modes, of the means of
products of the partial derivatives of `g` and `f`. -/
theorem mean_mul_vibOp {E : Poly N →ₗ[ℝ] ℝ} (hE : IsZeroPointMean E) (w : Fin N → ℝ)
    (g f : Poly N) :
    E (g * vibOp w f) = (∑ i, w i * E (pderiv i g * pderiv i f)) / 2 := by
  have e : vibOp w f =
    ∑ i, w i • (X i * pderiv i f - (1 / 2 : ℝ) • pderiv i (pderiv i f)) := rfl
  rw [e, Finset.mul_sum, map_sum, Finset.sum_div]
  refine Finset.sum_congr rfl fun i _ => ?_
  have h := hE.parts i (g * pderiv i f)
  rw [pderiv_mul, map_add] at h
  rw [mul_smul_comm, mul_sub, mul_smul_comm, mul_left_comm, map_smul, map_sub, map_smul, h]
  simp only [smul_eq_mul]
  ring

/-- The ground-state mean of a coordinate times the cubic potential. -/
theorem mean_coord_cubic {E : Poly N →ₗ[ℝ] ℝ} (hE : IsZeroPointMean E)
    {φ : Fin N → Fin N → Fin N → ℝ} (h₁ : ∀ i j k, φ i j k = φ j i k)
    (h₂ : ∀ i j k, φ i j k = φ i k j) (r : Fin N) :
    E (X r * cubicPotential φ) = (∑ s, φ r s s) / 8 := by
  have two : ∀ i j, E (X i * X j) = delta i j / 2 := fun i j => by
    rw [hE.parts, pderiv_coord, map_smul, hE.one, smul_eq_mul, mul_one]
  -- fourth moments are sums over the three pairings
  have four : ∀ i j k, φ i j k * E (X r * (X i * X j * X k)) =
      φ i j k / 8 * 2 * delta r i * delta j k + φ i j k / 8 * 2 * delta r j * delta i k
        + φ i j k / 8 * 2 * delta i j * delta r k := fun i j k => by
    rw [hE.parts]
    simp only [pderiv_mul, pderiv_coord, add_mul, smul_mul_assoc, mul_smul_comm, one_mul,
      mul_one, map_add, map_smul, smul_eq_mul, two]
    ring
  have pick : ∀ (F : Fin N → ℝ) (j : Fin N), ∑ k, F k * delta j k = F j := fun F j => by
    simp [delta]
  have s₁ : ∀ s, φ s r s = φ r s s := fun s => h₁ s r s
  have s₂ : ∀ s, φ s s r = φ r s s := fun s => (h₂ s s r).trans (h₁ s r s)
  have h : E (X r * cubicPotential φ) =
      (1 / 6) * ∑ i, ∑ j, ∑ k, φ i j k * E (X r * (X i * X j * X k)) := by
    rw [cubicPotential, mul_smul_comm, map_smul, smul_eq_mul]
    congr 1
    simp only [Finset.mul_sum, mul_smul_comm, map_sum, map_smul, smul_eq_mul]
  rw [h]
  simp only [four, Finset.sum_add_distrib, pick, ← Finset.sum_mul, s₁, s₂, ← Finset.sum_div]
  ring

/-- Anharmonic mean displacement: the first-order shift of `q_r` is fixed by the cubic constants `φ
r s s`, including `s = r`, and the frequency of mode `r`. -/
theorem anharmonic_mean_displacement {E : Poly N →ₗ[ℝ] ℝ} (hE : IsZeroPointMean E)
    {w : Fin N → ℝ} (hw : ∀ i, 0 < w i) {φ : Fin N → Fin N → Fin N → ℝ}
    (h₁ : ∀ i j k, φ i j k = φ j i k) (h₂ : ∀ i j k, φ i j k = φ i k j)
    {f : Poly N} (hf : vibOp w f = -cubicPotential φ) (r : Fin N) :
    2 * E (X r * f) = -(∑ s, φ r s s) / (4 * w r) := by
  have h := mean_mul_vibOp hE w (X r) f
  -- only mode r contributes to the gradient of q_r
  have hs : ∑ i, w i * E (pderiv i (X r) * pderiv i f) = w r * E (pderiv r f) := by
    rw [Finset.sum_eq_single r]
    · rw [pderiv_coord]; simp [delta]
    · intro i _ hi
      rw [pderiv_coord]; simp [delta, hi]
    · simp
  rw [hs, hf, mul_neg, map_neg, mean_coord_cubic hE h₁ h₂] at h
  have hr := hw r
  rw [eq_div_iff (by positivity), hE.parts]
  linear_combination -8 * h
```

Q: Does the symmetry of \(\phi\) matter, given that \(V\) only sees the symmetric part?

A: The formula reads individual entries. For \(N=2\), let \(\phi_{221}=6\) be the only nonzero entry, so \(V=q_1q_2^2\). Then \(E(q_1V)=\frac14\) and the displacement of \(q_1\) is \(-1/(2w_1)\), whereas the formula would return zero.

Q: And why is \(2E(q_rf)\) a mean displacement?

A: For a polynomial property \(P\), the normalised mean is

\[ \frac{E(P)+2tE(Pf)+t^2E(Pf^2)}{1+2tE(f)+t^2E(f^2)}. \]

Its derivative at \(t=0\) is \(2(E(Pf)-E(P)E(f))\). For \(P=q_r\) the second term vanishes, since \(E(q_r)=0\). In the proof, `ex` expands the square and `quad` differentiates numerator and denominator before the quotient rule is applied.

```lean
/-- The first-order change of a normalised mean is twice the covariance of the property
with the first-order factor `f`. -/
theorem hasDerivAt_perturbedMean {E : Poly N →ₗ[ℝ] ℝ} (hE : IsZeroPointMean E)
    (f P : Poly N) :
    HasDerivAt (perturbedMean E f P) (2 * (E (P * f) - E P * E f)) 0 := by
  have ex : ∀ (Q : Poly N) (t : ℝ), E (Q * (1 + t • f) ^ 2) =
      E Q + t * E (Q * f) + t * E (Q * f) + t * (t * E (Q * f ^ 2)) := fun Q t => by
    have : Q * (1 + t • f) ^ 2 = Q + t • (Q * f) + t • (Q * f) + t • (t • (Q * f ^ 2)) := by
      simp only [smul_eq_C_mul]; ring
    rw [this]
    simp only [map_add, map_smul, smul_eq_mul]
  have quad : ∀ a b c : ℝ,
      HasDerivAt (fun t : ℝ => a + t * b + t * b + t * (t * c)) (2 * b) 0 := fun a b c => by
    have h := hasDerivAt_id' (0 : ℝ)
    exact ((((h.mul_const b).const_add a).fun_add (h.mul_const b)).fun_add
      (h.fun_mul (h.mul_const c))).congr_deriv (by ring)
  have hfun : perturbedMean E f P = fun t =>
      (E P + t * E (P * f) + t * E (P * f) + t * (t * E (P * f ^ 2))) /
        (E 1 + t * E f + t * E f + t * (t * E (f ^ 2))) := by
    funext t
    have h1 := ex 1 t
    simp only [one_mul] at h1
    rw [perturbedMean, ex P t, h1]
  rw [hfun]
  refine ((quad _ _ _).fun_div (quad _ _ _) (by simp [hE.one])).congr_deriv ?_
  simp only [hE.one, zero_mul, add_zero, one_pow, div_one, mul_one]
  ring
```

For a shielding \(\sigma_0+\sum_rg_rq_r\), the constant drops out and linearity gives the sum of gradient times displacement.

```lean
/-- First-order anharmonic change of a nuclear shielding that is linear in the normal
coordinates, with equilibrium value `σ₀` and gradient `g`. -/
theorem hasDerivAt_shielding {E : Poly N →ₗ[ℝ] ℝ} (hE : IsZeroPointMean E)
    {w : Fin N → ℝ} (hw : ∀ i, 0 < w i) {φ : Fin N → Fin N → Fin N → ℝ}
    (h₁ : ∀ i j k, φ i j k = φ j i k) (h₂ : ∀ i j k, φ i j k = φ i k j)
    {f : Poly N} (hf : vibOp w f = -cubicPotential φ) (σ₀ : ℝ) (g : Fin N → ℝ) :
    HasDerivAt (perturbedMean E f (σ₀ • 1 + ∑ r, g r • X r))
      (∑ r, g r * (-(∑ s, φ r s s) / (4 * w r))) 0 := by
  have h0 : ∀ r, E (X r) = 0 := fun r => by simpa using hE.parts r 1
  refine (hasDerivAt_perturbedMean hE f _).congr_deriv ?_
  simp only [add_mul, smul_mul_assoc, one_mul, Finset.sum_mul, map_add, map_smul, map_sum,
    smul_eq_mul, hE.one, h0, mul_zero, Finset.sum_const_zero, mul_one, add_zero]
  rw [add_sub_cancel_left, Finset.mul_sum]
  refine Finset.sum_congr rfl fun r _ => ?_
  rw [← anharmonic_mean_displacement hE hw h₁ h₂ hf r]
  ring
```

Q: So is that the whole vibrational correction to my shielding?

A: It is the gradient part of the zero-point correction, for a shielding linear in the coordinates and a cubic force field treated to first order. Shielding curvature, which contributes already in the harmonic state, is absent, as are temperature and rotation. The derivative is that of the first-order state; a purely cubic anharmonic term leaves the full potential unbounded below, so the cubic model itself has no exact ground state.

Q: Do \(E\) and \(f\) exist for every such force field?

A: Yes. `zeroPointMean` multiplies one-mode moments obeying \(m_0=1\), \(m_1=0\), \(m_{n+2}=\frac{n+1}{2}m_n\). The parts rule is checked on monomials by separating the factor of mode \(i\), then extended by linearity.

```lean
/-- Moments of one coordinate in the harmonic ground state. -/
def moment : ℕ → ℝ
  | 0 => 1
  | 1 => 0
  | n + 2 => (n + 1) / 2 * moment n

/-- The linear functional that sends each monomial to the product of its one-mode moments. -/
def zeroPointMean : Poly N →ₗ[ℝ] ℝ :=
  (basisMonomials (Fin N) ℝ).constr ℝ fun m => ∏ i, moment (m i)

/-- The product of one-mode moments is normalised and obeys the integration-by-parts rule. -/
theorem zeroPointMean_isMean : IsZeroPointMean (zeroPointMean (N := N)) := by
  have val : ∀ (m : Fin N →₀ ℕ) (a : ℝ),
      zeroPointMean (monomial m a) = a * ∏ i, moment (m i) := fun m a => by
    have : monomial m a = a • basisMonomials (Fin N) ℝ m := by simp [smul_monomial]
    rw [this, map_smul, zeroPointMean, Module.Basis.constr_basis, smul_eq_mul]
  have step : ∀ n : ℕ, moment (n + 1) = n / 2 * moment (n - 1) := fun n => by
    rcases n with _ | n <;> simp [moment]
  refine ⟨?_, fun i g => ?_⟩
  · rw [show (1 : Poly N) = monomial 0 1 by simp, val]
    simp [moment]
  refine MvPolynomial.induction_on' g (fun u a => ?_) (fun p q hp hq => ?_)
  · -- separate the factor of mode i from the others
    have sep : ∀ v : Fin N →₀ ℕ, (∀ j, j ≠ i → v j = u j) → ∏ j, moment (v j) =
        moment (v i) * ∏ j ∈ Finset.univ.erase i, moment (u j) := fun v hv => by
      rw [← Finset.mul_prod_erase Finset.univ (fun j => moment (v j)) (Finset.mem_univ i)]
      rw [Finset.prod_congr rfl fun j hj => by rw [hv j (Finset.ne_of_mem_erase hj)]]
    rw [X, monomial_mul, one_mul, pderiv_monomial, val, val,
      sep _ fun j hj => by simp [hj.symm],
      sep (u - Finsupp.single i 1) fun j hj => by simp [hj.symm]]
    have e₁ : (Finsupp.single i 1 + u : Fin N →₀ ℕ) i = u i + 1 := by simp [add_comm]
    have e₂ : (u - Finsupp.single i 1 : Fin N →₀ ℕ) i = u i - 1 := by simp
    rw [e₁, e₂, step]
    ring
  · simp only [mul_add, map_add, hp, hq]
    ring
```

For \(f\), use \(Lq_k=w_kq_k\) and

\[ L(q_iq_jq_k)=(w_i+w_j+w_k)q_iq_jq_k-w_i\delta_{ij}q_k-w_i\delta_{ik}q_j-w_j\delta_{jk}q_i. \]

The linear terms in `cubicMode` cancel the last three, and division by the frequency sum leaves \(q_iq_jq_k\). These two actions of \(L\) are `lin` and `cub` in the proof. Summing with weights \(-\phi_{ijk}/6\) solves \(Lf=-V\), even for nonsymmetric \(\phi\).

```lean
/-- A cubic monomial with linear corrections, divided by the sum of its frequencies. -/
def cubicMode (w : Fin N → ℝ) (i j k : Fin N) : Poly N :=
  (w i + w j + w k)⁻¹ • (X i * X j * X k + (w i * delta i j / w k) • X k
    + (w i * delta i k / w j) • X j + (w j * delta j k / w i) • X i)

/-- For positive frequencies, `vibOp w` maps `cubicMode w i j k` to the monomial `q_i q_j q_k`. -/
theorem vibOp_cubicMode {w : Fin N → ℝ} (hw : ∀ i, 0 < w i) (i j k : Fin N) :
    vibOp w (cubicMode w i j k) = X i * X j * X k := by
  have op : ∀ f, vibOp w f =
    ∑ l, w l • (X l * pderiv l f - (1 / 2 : ℝ) • pderiv l (pderiv l f)) := fun _ => rfl
  have pick : ∀ (F : Fin N → Poly N) (m : Fin N), ∑ l, delta l m • F l = F m :=
    fun F m => by simp [delta]
  have lin : ∀ m, vibOp w (X m) = w m • X m := fun m => by
    rw [op, ← pick (fun l => w l • X l) m]
    refine Finset.sum_congr rfl fun l _ => ?_
    simp only [pderiv_coord, Derivation.map_smul, Derivation.map_one_eq_zero, smul_zero,
      sub_zero, mul_smul_comm, mul_one]
    module
  have cub : vibOp w (X i * X j * X k) = w i • (X i * (X j * X k)) + w j • (X j * (X i * X k))
      + w k • (X k * (X i * X j)) - (w i * delta i j) • X k - (w i * delta i k) • X j
      - (w j * delta j k) • X i := by
    have hs : ∀ l, w l • (X l * pderiv l (X i * X j * X k)
        - (1 / 2 : ℝ) • pderiv l (pderiv l (X i * X j * X k))) =
        delta l i • (w l • (X l * (X j * X k))) + delta l j • (w l • (X l * (X i * X k)))
        + delta l k • (w l • (X l * (X i * X j))) - delta l i • ((w l * delta l j) • X k)
        - delta l i • ((w l * delta l k) • X j)
        - delta l j • ((w l * delta l k) • (X i : Poly N)) := fun l => by
      have d : pderiv l (X i * X j * X k : Poly N) = delta l i • (X j * X k)
          + delta l j • (X i * X k) + delta l k • (X i * X j) := by
        simp only [pderiv_mul, pderiv_coord, add_mul, smul_mul_assoc, mul_smul_comm,
          one_mul, mul_one]
      rw [d]
      simp only [map_add, Derivation.map_smul, pderiv_mul, pderiv_coord, smul_mul_assoc,
        mul_smul_comm, one_mul, mul_one, mul_add]
      module
    rw [op]
    simp only [hs, Finset.sum_add_distrib, Finset.sum_sub_distrib, pick]
  have hc : ∀ a m, a / w m * w m = a := fun a m => by
    have := (hw m).ne'
    field_simp
  have hS : w i + w j + w k ≠ 0 := by
    have := hw i; have := hw j; have := hw k
    positivity
  have e₁ : (X j * (X i * X k) : Poly N) = X i * X j * X k := by ring
  have e₂ : (X k * (X i * X j) : Poly N) = X i * X j * X k := by ring
  rw [cubicMode, map_smul, inv_smul_eq_iff₀ hS]
  simp only [map_add, map_smul, cub, lin, smul_smul, hc]
  rw [e₁, e₂, ← mul_assoc]
  module

/-- An explicit first-order factor for the cubic force field `φ`. -/
def firstOrderFactor (w : Fin N → ℝ) (φ : Fin N → Fin N → Fin N → ℝ) : Poly N :=
  -((1 / 6 : ℝ) • ∑ i, ∑ j, ∑ k, φ i j k • cubicMode w i j k)

/-- For positive frequencies and any cubic force field, `zeroPointMean` and
`firstOrderFactor` satisfy the averaging rules and the first-order equation. -/
theorem anharmonic_mean_displacement_witness {w : Fin N → ℝ} (hw : ∀ i, 0 < w i)
    (φ : Fin N → Fin N → Fin N → ℝ) :
    IsZeroPointMean (zeroPointMean (N := N)) ∧
      vibOp w (firstOrderFactor w φ) = -cubicPotential φ := by
  refine ⟨zeroPointMean_isMean, ?_⟩
  simp only [firstOrderFactor, cubicPotential, map_neg, map_smul, map_sum, vibOp_cubicMode hw]

end

end AnharmonicDisplacement
```

```lean
#print axioms AnharmonicDisplacement.anharmonic_mean_displacement
#print axioms AnharmonicDisplacement.hasDerivAt_shielding
```

```
'AnharmonicDisplacement.anharmonic_mean_displacement' depends on axioms: [propext, Classical.choice, Quot.sound]
'AnharmonicDisplacement.hasDerivAt_shielding' depends on axioms: [propext, Classical.choice, Quot.sound]
```
